# Descent of the cubic-regularised Newton step: for an M-Lipschitz Hessian and a global minimiser p of the model with cubic term (M/6)‖p‖³, E(x+p) ≤ E(x) − (M/12)‖p‖³

## Geometries, surface and model

Geometries x and displacements p are vectors of a real inner product space V with product ⟨·,·⟩ and norm ‖p‖ = ⟨p,p⟩^½. Statements about the energy also take V complete, which Mathlib's notion of gradient requires. The Euclidean ℝⁿ qualifies for every n, including n = 0, where every step is zero, the descent bounds read E(x) ≤ E(x) and the sums of step lengths vanish. The inner product depends on the choice of coordinates: Cartesian and mass-weighted displacements have different norms and therefore different constants below.

```lean
import Mathlib

open scoped InnerProductSpace

namespace CubicRegularisationDescent

noncomputable section

variable {V : Type*} [NormedAddCommGroup V] [InnerProductSpace ℝ V]
```

The energy E : V → ℝ has a gradient field G (minus the forces) and a Hessian field H (the force constants), a bounded linear map at each geometry. The structure `LipschitzHessian` collects three conditions, for all y and z in V: `grad` says that G(y) is the gradient of E at y, `hess` that H(y) is the derivative of G at y, and `lip` that

‖H(y) − H(z)‖ ≤ M‖y − z‖

in the operator norm, for a real number M.

```lean
/-- The energy `E` has gradient field `G` and Hessian field `H` everywhere, and the Hessian is
`M`-Lipschitz in the operator norm. -/
structure LipschitzHessian [CompleteSpace V] (E : V → ℝ) (G : V → V) (H : V → V →L[ℝ] V)
    (M : ℝ) : Prop where
  grad : ∀ y, HasGradientAt E (G y) y
  hess : ∀ y, HasFDerivAt G (H y) y
  lip : ∀ y z, ‖H y - H z‖ ≤ M * ‖y - z‖
```

For a vector g, an operator H and a real weight σ, the cubic model of the energy change is

m_σ(p) = ⟨g,p⟩ + ⟨p,Hp⟩/2 + (σ/6)‖p‖³.

Symmetry of H is not assumed; ⟨p,Hp⟩ sees only the symmetric part.

```lean
/-- The cubic model of the energy change for a step `p`:
`⟨g,p⟩ + ⟨p,Hp⟩/2 + (σ/6)‖p‖³`. -/
def cubicModel (g : V) (H : V →L[ℝ] V) (σ : ℝ) (p : V) : ℝ :=
  ⟪g, p⟫_ℝ + ⟪p, H p⟫_ℝ / 2 + σ / 6 * ‖p‖ ^ 3
```

A cubic step is a p with m_σ(p) ≤ m_σ(q) for every q in V. At a geometry x one takes g = G(x) and H = H(x). The theorems start from a given cubic step; its existence and uniqueness are not treated.

```lean
/-- A cubic step is a global minimiser of the cubic model. -/
def IsCubicStep (g : V) (H : V →L[ℝ] V) (σ : ℝ) (p : V) : Prop :=
  ∀ q, cubicModel g H σ p ≤ cubicModel g H σ q
```

The counterexamples below, which show a condition failing, are plain arithmetic, and like the remarks on codes they are not among the Lean theorems.

## Exact derivatives at every geometry

The conditions `grad` and `hess` tie the model to the surface: forces and force constants are the exact ones, and the surface has no kink. By hand they enter through the profile φ(t) = E(x + tp), for which the chain rule gives

φ′(t) = ⟨G(x+tp), p⟩,  φ″(t) = ⟨p, H(x+tp)p⟩.

Two derivatives allow two integrations. In Lean each integration is replaced by a monotonicity statement: a function with nonpositive slope for t ≥ 0 stays at or below its value at 0.

```lean
/-- A profile whose slope is nonpositive for `t ≥ 0` stays at or below its value at `0`
for `t ≥ 0`. -/
theorem le_start_of_slope_nonpos {f f' : ℝ → ℝ} (hf : ∀ t, HasDerivAt f (f' t) t)
    (h : ∀ t, 0 ≤ t → f' t ≤ 0) {t : ℝ} (ht : 0 ≤ t) : f t ≤ f 0 := by
  have hanti : AntitoneOn f (Set.Ici 0) :=
    antitoneOn_of_deriv_nonpos (convex_Ici (0 : ℝ))
      (fun s _ => (hf s).continuousAt.continuousWithinAt)
      (fun s _ => (hf s).differentiableAt.differentiableWithinAt)
      (fun s hs => by
        rw [(hf s).deriv]
        exact h s (Set.mem_Ici.1 (interior_subset hs)))
  exact hanti (Set.mem_Ici.2 le_rfl) (Set.mem_Ici.2 ht) ht
```

Suppose φ″(t) − φ″(0) ≤ Kt for t ≥ 0, with a constant K. Integrating from 0 to t, and then from 0 to 1, gives

φ′(t) ≤ φ′(0) + tφ″(0) + Kt²/2,

φ(1) ≤ φ(0) + φ′(0) + φ″(0)/2 + K/6.

In `taylor_line`, `hψ` differentiates φ′(s) − sφ″(0) − Ks²/2 and `hslope` is the first inequality; `hχ` differentiates φ(s) − sφ′(0) − φ″(0)s²/2 − Ks³/6, whose slope `hslope` shows to be nonpositive, and this gives the second.

```lean
/-- If the curvature of a profile exceeds its initial value by at most `K t` for `t ≥ 0`, then
the value at `1` exceeds the second-order expansion about `0` by at most `K/6`. -/
theorem taylor_line {φ φ' φ'' : ℝ → ℝ} {K : ℝ} (h1 : ∀ t, HasDerivAt φ (φ' t) t)
    (h2 : ∀ t, HasDerivAt φ' (φ'' t) t) (hK : ∀ t, 0 ≤ t → φ'' t - φ'' 0 ≤ K * t) :
    φ 1 ≤ φ 0 + φ' 0 + φ'' 0 / 2 + K / 6 := by
  have hsq : ∀ t : ℝ, HasDerivAt (fun s : ℝ => s ^ 2) (2 * t) t :=
    fun t => by simpa using hasDerivAt_pow 2 t
  have hcu : ∀ t : ℝ, HasDerivAt (fun s : ℝ => s ^ 3) (3 * t ^ 2) t :=
    fun t => by simpa using hasDerivAt_pow 3 t
  -- first integration: a bound on the slope
  have hψ : ∀ t, HasDerivAt (fun s => φ' s - s * φ'' 0 - K / 2 * s ^ 2)
      (φ'' t - φ'' 0 - K * t) t := fun t =>
    (((h2 t).fun_sub ((hasDerivAt_id' t).mul_const (φ'' 0))).fun_sub
      ((hsq t).const_mul (K / 2))).congr_deriv (by ring)
  have hslope : ∀ t, 0 ≤ t → φ' t - φ' 0 - t * φ'' 0 - K / 2 * t ^ 2 ≤ 0 := by
    intro t ht
    have h := le_start_of_slope_nonpos hψ (fun s hs => by linarith [hK s hs]) ht
    beta_reduce at h
    linarith
  -- second integration: a bound on the value
  have hχ : ∀ t, HasDerivAt (fun s => φ s - s * φ' 0 - φ'' 0 / 2 * s ^ 2 - K / 6 * s ^ 3)
      (φ' t - φ' 0 - t * φ'' 0 - K / 2 * t ^ 2) t := fun t =>
    ((((h1 t).fun_sub ((hasDerivAt_id' t).mul_const (φ' 0))).fun_sub
      ((hsq t).const_mul (φ'' 0 / 2))).fun_sub
      ((hcu t).const_mul (K / 6))).congr_deriv (by ring)
  have h := le_start_of_slope_nonpos hχ hslope zero_le_one
  beta_reduce at h
  linarith
```

If g or H is only an estimate, the model misses E at first or second order in p, and a cubic term does not dominate such an error for short steps. Updated quasi-Newton Hessians are therefore not covered.

## Bounded anharmonicity

The constant M has the dimension of energy per length cubed and limits how fast the force constants change with geometry; for a three times differentiable surface it bounds the cubic force constants. The derivation uses it once, with the Cauchy–Schwarz inequality and the operator norm, for t ≥ 0:

φ″(t) − φ″(0) = ⟨p, (H(x+tp) − H(x))p⟩ ≤ ‖p‖ · M t‖p‖ · ‖p‖ = M‖p‖³ t.

With K = M‖p‖³ the line bound becomes, for every x and every p,

E(x+p) ≤ E(x) + m_M(p).

In `energy_le_model`, `h1` and `h2` are the two chain-rule formulas, from `hS.grad` and `hS.hess`. The `calc` chain in `hK` is the curvature estimate, and `hS.lip` is called only for the pair x + tp and x.

```lean
/-- With an `M`-Lipschitz Hessian, the cubic model with weight `M` bounds the energy change
of every step from above. -/
theorem energy_le_model [CompleteSpace V] {E : V → ℝ} {G : V → V} {H : V → V →L[ℝ] V} {M : ℝ}
    (hS : LipschitzHessian E G H M) (x p : V) :
    E (x + p) ≤ E x + cubicModel (G x) (H x) M p := by
  have hline : ∀ t : ℝ, HasDerivAt (fun s : ℝ => x + s • p) p t := fun t =>
    (((hasDerivAt_id' t).smul_const p).const_add x).congr_deriv (one_smul ℝ p)
  have h1 : ∀ t : ℝ, HasDerivAt (fun s : ℝ => E (x + s • p)) ⟪G (x + t • p), p⟫_ℝ t := by
    intro t
    have h := HasFDerivAt.comp_hasDerivAt (f := fun s : ℝ => x + s • p) t
      (hasGradientAt_iff_hasFDerivAt.mp (hS.grad (x + t • p))) (hline t)
    exact h.congr_deriv (by rfl)
  have h2 : ∀ t : ℝ, HasDerivAt (fun s : ℝ => ⟪G (x + s • p), p⟫_ℝ)
      ⟪p, H (x + t • p) p⟫_ℝ t := by
    intro t
    have h := (HasFDerivAt.comp_hasDerivAt (f := fun s : ℝ => x + s • p) t
      (hS.hess (x + t • p)) (hline t)).inner ℝ (hasDerivAt_const t p)
    exact h.congr_deriv (by rw [inner_zero_right, zero_add]; exact real_inner_comm _ _)
  -- the curvature along the line grows at most linearly
  have hK : ∀ t : ℝ, 0 ≤ t →
      ⟪p, H (x + t • p) p⟫_ℝ - ⟪p, H (x + (0 : ℝ) • p) p⟫_ℝ ≤ M * ‖p‖ ^ 3 * t := by
    intro t ht
    have hl := hS.lip (x + t • p) x
    rw [add_sub_cancel_left, norm_smul, Real.norm_of_nonneg ht] at hl
    rw [zero_smul, add_zero]
    calc ⟪p, H (x + t • p) p⟫_ℝ - ⟪p, H x p⟫_ℝ = ⟪p, (H (x + t • p) - H x) p⟫_ℝ := by
          exact (inner_sub_right _ _ _).symm
      _ ≤ ‖p‖ * ‖(H (x + t • p) - H x) p‖ := real_inner_le_norm _ _
      _ ≤ ‖p‖ * (‖H (x + t • p) - H x‖ * ‖p‖) :=
          mul_le_mul_of_nonneg_left (ContinuousLinearMap.le_opNorm _ _) (norm_nonneg _)
      _ ≤ ‖p‖ * (M * (t * ‖p‖) * ‖p‖) := by gcongr
      _ = M * ‖p‖ ^ 3 * t := by ring
  have h := taylor_line h1 h2 hK
  simp only [one_smul, zero_smul, add_zero] at h
  unfold cubicModel
  linarith
```

Without such a bound the energy can rise. Take E(t) = −t²/2 + ct⁴ on ℝ with c > 0, whose second derivative −1 + 12ct² is not globally Lipschitz. At x = 0 and σ > 0 the cubic steps are p = ±2/σ, and E(p) = −2/σ² + 16c/σ⁴ is positive once c > σ²/8. The condition is global as stated, which excludes surfaces with the nuclear repulsion singularity or a conical intersection.

## Global minimality of the step

This condition concerns the solver and not the molecule: the model is minimised exactly, over all of V. Write a = ⟨g,p⟩, b = ⟨p,Hp⟩ and r = ‖p‖. The first use compares p with its positive multiples. For t ≥ 0,

m_σ(tp) = ta + t²b/2 + t³σr³/6,

and this polynomial has a local minimum at t = 1, so its derivative vanishes there:

a + b + (σ/2)r³ = 0.

In `step_stationary`, `hs` is the expansion along the ray, where t ≥ 0 gives ‖tp‖ = t‖p‖. The local minimum `hmin` comes from `hp (t • p)` on the neighbourhood t > 0 of 1, and `hmin.hasDerivAt_eq_zero` supplies the equation.

```lean
/-- A cubic step satisfies `⟨g,p⟩ + ⟨p,Hp⟩ + (σ/2)‖p‖³ = 0`. -/
theorem step_stationary {g p : V} {H : V →L[ℝ] V} {σ : ℝ} (hp : IsCubicStep g H σ p) :
    ⟪g, p⟫_ℝ + ⟪p, H p⟫_ℝ + σ / 2 * ‖p‖ ^ 3 = 0 := by
  have hs : ∀ t : ℝ, 0 ≤ t → cubicModel g H σ (t • p) =
      t * ⟪g, p⟫_ℝ + t ^ 2 * (⟪p, H p⟫_ℝ / 2) + t ^ 3 * (σ / 6 * ‖p‖ ^ 3) := by
    intro t ht
    simp only [cubicModel, map_smul, real_inner_smul_right, real_inner_smul_left, norm_smul,
      Real.norm_of_nonneg ht]
    ring
  -- the model along the ray `t p` is minimal at `t = 1`
  have hmin : IsLocalMin (fun t : ℝ =>
      t * ⟪g, p⟫_ℝ + t ^ 2 * (⟪p, H p⟫_ℝ / 2) + t ^ 3 * (σ / 6 * ‖p‖ ^ 3)) 1 := by
    refine (lt_mem_nhds (zero_lt_one (α := ℝ))).mono fun t ht => ?_
    have h := hp (t • p)
    rw [hs t ht.le] at h
    unfold cubicModel at h
    beta_reduce
    linarith
  have hsq : HasDerivAt (fun s : ℝ => s ^ 2) 2 1 := by simpa using hasDerivAt_pow 2 (1 : ℝ)
  have hcu : HasDerivAt (fun s : ℝ => s ^ 3) 3 1 := by simpa using hasDerivAt_pow 3 (1 : ℝ)
  have h := hmin.hasDerivAt_eq_zero
    ((((hasDerivAt_id' (1 : ℝ)).mul_const ⟪g, p⟫_ℝ).fun_add
      (hsq.mul_const (⟪p, H p⟫_ℝ / 2))).fun_add (hcu.mul_const (σ / 6 * ‖p‖ ^ 3)))
  linarith
```

The second use compares p with −p. The quadratic and cubic terms are even in p, so m_σ(p) ≤ m_σ(−p) reduces to a ≤ −a, that is a ≤ 0. Eliminating b with the stationarity equation,

m_σ(p) = a/2 − (σ/4)r³ + (σ/6)r³ = a/2 − (σ/12)r³ ≤ −(σ/12)r³.

In `model_decrease` the comparison is `hp (-p)`, and `linarith` performs the elimination. Neither lemma involves E or completeness.

```lean
/-- At a cubic step the model value is at most `-(σ/12)‖p‖³`. -/
theorem model_decrease {g p : V} {H : V →L[ℝ] V} {σ : ℝ} (hp : IsCubicStep g H σ p) :
    cubicModel g H σ p ≤ -(σ / 12 * ‖p‖ ^ 3) := by
  -- comparing `p` with `-p` gives `⟨g,p⟩ ≤ 0`
  have h := hp (-p)
  simp only [cubicModel, map_neg, inner_neg_right, inner_neg_left, norm_neg, neg_neg] at h
  have hs := step_stationary hp
  unfold cubicModel
  linarith
```

A local minimiser satisfies the stationarity equation but may point uphill. For E(t) = 2t − 3t²/2 + t³/3, with M = σ = 2 and x = 0, the model coincides with E for t ≥ 0 and has slope (t − 1)(t − 2). The point p = 2 is a local minimiser with a = 4, and E(2) − E(0) = 2/3.

## The weight relative to M

The weight σ is the user's estimate of the anharmonicity. The models with weights M and σ differ by ((M − σ)/6)r³, so

E(x+p) ≤ E(x) + m_σ(p) + ((M − σ)/6)r³ ≤ E(x) − ((3σ − 2M)/12)r³.

The theorem `cubic_descent_weight` states this for a surface satisfying `LipschitzHessian E G H M`, any real σ and any cubic step p at x; the proof adds `energy_le_model` and `model_decrease`. A strict decrease follows for p ≠ 0 when σ > 2M/3, and below that threshold the inequality only limits the rise.

```lean
/-- With an `M`-Lipschitz Hessian, a cubic step with any weight `σ` satisfies
`E(x+p) ≤ E(x) - ((3σ - 2M)/12)‖p‖³`. -/
theorem cubic_descent_weight [CompleteSpace V] {E : V → ℝ} {G : V → V} {H : V → V →L[ℝ] V}
    {M σ : ℝ} (hS : LipschitzHessian E G H M) {x p : V} (hp : IsCubicStep (G x) (H x) σ p) :
    E (x + p) ≤ E x - (3 * σ - 2 * M) / 12 * ‖p‖ ^ 3 := by
  have h1 := energy_le_model hS x p
  have h2 := model_decrease hp
  unfold cubicModel at h1 h2
  linarith
```

Setting σ = M gives `cubic_descent`:

E(x+p) ≤ E(x) − (M/12)‖p‖³.

No sign of M is assumed. On a space with a nonzero vector `lip` forces M ≥ 0, and for M = 0, a constant Hessian, the statement is E(x+p) ≤ E(x).

```lean
/-- With an `M`-Lipschitz Hessian, a cubic step with weight `M` lowers the energy by at least
`(M/12)‖p‖³`. -/
theorem cubic_descent [CompleteSpace V] {E : V → ℝ} {G : V → V} {H : V → V →L[ℝ] V}
    {M : ℝ} (hS : LipschitzHessian E G H M) {x p : V} (hp : IsCubicStep (G x) (H x) M p) :
    E (x + p) ≤ E x - M / 12 * ‖p‖ ^ 3 := by
  have h := cubic_descent_weight hS hp
  linarith
```

On a surface in linear coordinates with exact Hessian and one global M, the step with weight M never raises the energy, whatever the signs of the Hessian eigenvalues. The full Cartesian Born–Oppenheimer surface of two or more nuclei has no global M, because of the nuclear repulsion singularity. The argument by hand uses the derivatives and the bound only along the segment from x to x + p, but that local form is not among the Lean theorems. The cubic step is meant for minimisation and is not aimed at saddle points.

## Positive M and a floor for the energy

Let x₀, x₁, … be geometries such that each difference x_{k+1} − x_k is a cubic step at x_k with weight M, and let E(y) ≥ E_low for all y, which expresses that the system cannot release unlimited energy. Adding the descent inequality for k = 0, …, N − 1 telescopes:

(M/12) Σ_{k<N} ‖x_{k+1} − x_k‖³ ≤ E(x₀) − E(x_N) ≤ E(x₀) − E_low.

Division by M > 0 gives the bound 12(E(x₀) − E_low)/M for every N, with the empty sum at N = 0. In `sum_steps_le` the induction `htel` is the telescoping, `hM` is used in `le_div_iff₀`, and `hlow` only at x_N.

```lean
/-- Along an iteration of cubic steps with weight `M > 0` on a surface bounded below by `Elow`,
the cubed lengths of the first `N` steps sum to at most `12 (E(x₀) - Elow)/M`. -/
theorem sum_steps_le [CompleteSpace V] {E : V → ℝ} {G : V → V} {H : V → V →L[ℝ] V}
    {M Elow : ℝ} (hM : 0 < M) (hS : LipschitzHessian E G H M) (hlow : ∀ y, Elow ≤ E y)
    {x : ℕ → V} (hx : ∀ k, IsCubicStep (G (x k)) (H (x k)) M (x (k + 1) - x k)) (N : ℕ) :
    ∑ k ∈ Finset.range N, ‖x (k + 1) - x k‖ ^ 3 ≤ 12 * (E (x 0) - Elow) / M := by
  have htel : ∀ n, M / 12 * ∑ k ∈ Finset.range n, ‖x (k + 1) - x k‖ ^ 3
      ≤ E (x 0) - E (x n) := by
    intro n
    induction n with
    | zero => simp
    | succ n ih =>
      have h := cubic_descent hS (hx n)
      rw [add_sub_cancel] at h
      rw [Finset.sum_range_succ, mul_add]
      linarith
  rw [le_div_iff₀ hM]
  linarith [htel N, hlow (x N)]
```

At M = 0 Lean's division would make the right side 0, whereas E(t) = t²/2 with x₀ = 1 has a first step of length 1. Without the floor, E(t) = −t with M = 2 has cubic steps of length 1 everywhere, and the sum equals N. The theorem bounds step lengths; it states nothing about gradients, curvature at a limit or convergence of the geometries.

## A barrier top where equality holds

On V = ℝ take E(t) = −t²/2 + t³/3, with a local maximum at 0 and a local minimum at 1.

```lean
/-- The one-dimensional energy `-t²/2 + t³/3`. -/
def toyE (t : ℝ) : ℝ := -(1 / 2) * t ^ 2 + 1 / 3 * t ^ 3
```

Its gradient is −t + t².

```lean
/-- The field `-t + t²`. -/
def toyG (t : ℝ) : ℝ := -t + t ^ 2
```

Its Hessian is multiplication by −1 + 2t, which changes by 2|y − z| between y and z, so M = 2.

```lean
/-- Multiplication by `-1 + 2t`. -/
def toyH (t : ℝ) : ℝ →L[ℝ] ℝ := (-1 + 2 * t) • ContinuousLinearMap.id ℝ ℝ
```

At x = 0 one has g = 0 and H = −1, so with weight 2

m₂(q) − m₂(1) = −q²/2 + |q|³/3 + 1/6 = (|q| − 1)²(2|q| + 1)/6 ≥ 0,

and p = 1 is a cubic step. The energy change is −1/6 = −(2/12)·1³. The theorem `cubic_descent_sharp_witness` verifies the three surface conditions, the minimality (the product handed to `nlinarith` is the factorisation above) and the equality. Hence no constant larger than 1/12 holds for all surfaces admitted by `cubic_descent`. This surface is unbounded below and is not an instance of `sum_steps_le`.

```lean
/-- The energy `-t²/2 + t³/3` has a `2`-Lipschitz Hessian, `p = 1` is a cubic step at `0` with
weight `2`, and it lowers the energy by exactly `(2/12)‖p‖³`. -/
theorem cubic_descent_sharp_witness :
    LipschitzHessian toyE toyG toyH 2 ∧ IsCubicStep (toyG 0) (toyH 0) 2 1 ∧
      toyE (0 + 1) = toyE 0 - 2 / 12 * ‖(1 : ℝ)‖ ^ 3 := by
  have hsq : ∀ t : ℝ, HasDerivAt (fun s : ℝ => s ^ 2) (2 * t) t :=
    fun t => by simpa using hasDerivAt_pow 2 t
  have hcu : ∀ t : ℝ, HasDerivAt (fun s : ℝ => s ^ 3) (3 * t ^ 2) t :=
    fun t => by simpa using hasDerivAt_pow 3 t
  refine ⟨⟨fun y => ?_, fun y => ?_, fun y z => ?_⟩, fun q => ?_, ?_⟩
  · have hd : HasDerivAt toyE (toyG y) y :=
      (((hsq y).const_mul (-(1 / 2))).fun_add ((hcu y).const_mul (1 / 3))).congr_deriv
        (by unfold toyG; ring)
    exact hd.hasGradientAt'
  · have hd : HasDerivAt toyG (-1 + 2 * y) y := (hasDerivAt_id' y).fun_neg.fun_add (hsq y)
    have he : toyH y = ContinuousLinearMap.toSpanSingleton ℝ (-1 + 2 * y) := by
      ext
      simp [toyH]
    rw [he]
    exact hd.hasFDerivAt
  · have h : -1 + 2 * y - (-1 + 2 * z) = 2 * (y - z) := by ring
    rw [toyH, toyH, ← sub_smul, norm_smul, ContinuousLinearMap.norm_id, h, norm_mul]
    simp
  · have hm : ∀ s : ℝ, cubicModel (toyG 0) (toyH 0) 2 s = -s ^ 2 / 2 + |s| ^ 3 / 3 := by
      intro s
      simp [cubicModel, toyG, toyH]
      ring
    rw [hm, hm, abs_one]
    have h1 : 0 ≤ 2 * |q| + 1 := by positivity
    nlinarith [mul_nonneg (sq_nonneg (|q| - 1)) h1, sq_abs q]
  · norm_num [toyE]

end

end CubicRegularisationDescent
```

```lean
#print axioms CubicRegularisationDescent.cubic_descent
#print axioms CubicRegularisationDescent.sum_steps_le
```

```
'CubicRegularisationDescent.cubic_descent' depends on axioms: [propext, Classical.choice, Quot.sound]
'CubicRegularisationDescent.sum_steps_le' depends on axioms: [propext, Classical.choice, Quot.sound]
```

## The step as a level-shifted Newton solve

For a symmetric n × n Hessian and σ > 0, a global minimiser is characterised by

(H + λI)p = −g,  λ = σ‖p‖/2,  H + λI positive semidefinite,

with I the identity. A code can diagonalise H, with eigenvalues h_i and gradient components g_i in the eigenbasis, set p_i = −g_i/(h_i + λ) and solve the scalar equation λ = σ‖p‖/2 for a root with λ > −h_min, where h_min is the lowest eigenvalue. When g has no component along the lowest mode and h_min ≤ 0, such a root may not exist. Then λ = −h_min, the formula for the lowest component reads 0/0, and the length of that component is fixed by ‖p‖ = 2λ/σ instead, while its sign (or its direction, if the lowest eigenvalue is degenerate) is free, as at the barrier top above, where p = 1 and p = −1 both minimise the model. This characterisation is quoted here, not proved. The inner product of the linear system with p is the equation of `step_stationary`, so its residual and the sign of ⟨g,p⟩ are cheap diagnostics for a computed step. Since M is rarely known, σ can be raised after a step that lowers the energy by less than the model predicts, or raises it, and lowered after a successful one.
